# The Harris–Foulkes Energy as a Lower Bound for One Electron with a Positive Semidefinite Quadratic Interaction

## One basis function

Take one normalised basis function with bare energy h and one grid point, where the electron has density 1. In the mean-field model used here the electron also interacts with its own density, which an exact treatment of one electron would exclude. With an interaction constant k ≥ 0, its total energy in this model is

E = h + k/2.

Now guess a density n. The screened eigenvalue is ε = h + kn, and subtracting the double-counting term kn²/2 gives the Harris–Foulkes energy

E_HF = h + kn − kn²/2.

The difference is a square:

E − E_HF = k(1 − n)²/2 ≥ 0.

The guess always gives an energy that is too low or exact, with an error quadratic in the density error. With more basis functions the orbital can also respond, and the variational principle deals with that.

## The bound and its derivation

Let H0, S, K and the M_r be real symmetric matrices, with S positive definite and K positive semidefinite. An orbital φ has density n_φ with components φ·M_r φ, and energy

E(φ) = φ·H0 φ + n_φ·K n_φ/2.

For any input density n, put H[n] = H0 + Σ_r (Kn)_r M_r. Let (ε, ψ) be a lowest solution of H[n]ψ = εSψ with ψ·Sψ = 1, and let E_HF = ε − n·Kn/2. Then

E_HF ≤ E(φ) whenever φ·Sφ = 1,

E(ψ) − E_HF = (n_ψ − n)·K(n_ψ − n)/2.

**Completing the square.** By the definition of H[n],

φ·H[n]φ = φ·H0 φ + n_φ·Kn.

Since K is symmetric,

(n_φ − n)·K(n_φ − n)/2 = n_φ·K n_φ/2 − n_φ·Kn + n·Kn/2.

Adding these and rearranging gives

E(φ) = φ·H[n]φ − n·Kn/2 + (n_φ − n)·K(n_φ − n)/2.

For φ = ψ the first term is ε, which is the error formula. For other normalised φ the last term is nonnegative, so the bound follows once ε ≤ φ·H[n]φ.

**The variational principle.** Write H for H[n]. On the unit sphere, which is compact, φ·Hφ / φ·Sφ attains a minimum μ at some x. Rescaling gives φ·(H − μS)φ ≥ 0 for all φ, with equality at x.

A nonnegative symmetric form A that vanishes at x satisfies Ax = 0. To see this, put v = Ax and c = v·Av ≥ 0. For every real t,

0 ≤ (x + tv)·A(x + tv) = 2t v·v + t²c.

Choose t = −v·v/(c + 1), so that v·v = −t(c + 1). The right side becomes −t²(c + 2), which forces t = 0 and hence v = 0.

With A = H − μS this gives Hx = μSx, so μ is a generalised eigenvalue. As ε is lowest, ε ≤ μ ≤ φ·Hφ for every normalised φ.

## A two-orbital instance

Let H0 = diag(−1, 2), S = diag(1, 2), M = diag(1, 0), K = 1 and n = 1/2. Then H[n] = diag(−1/2, 2), with generalised eigenvalues −1/2 and 1. The second orbital has no density at the grid point, so the interaction leaves it unchanged. The lowest orbital is ψ = (1, 0), with density 1. Hence

E_HF = −1/2 − 1/8 = −5/8,

E(ψ) = −1 + 1/2 = −1/2.

The gap is 1/8 = (1 − 1/2)²/2, as the formula requires.

## The model in Lean

The types `ι` and `g` index the basis and the grid; both are finite.

```lean
import Mathlib

open Matrix

namespace UltrasoftHarrisFoulkes

noncomputable section

variable {ι g : Type*} [Fintype ι] [Fintype g]
```

The function `quad A x` is x·Ax.

```lean
/-- The quadratic form `x · A x` of a real matrix. -/
def quad (A : Matrix ι ι ℝ) (x : ι → ℝ) : ℝ := x ⬝ᵥ A *ᵥ x
```

The structure carries the matrices together with their assumed properties.

```lean
/-- One electron in a finite basis `ι` with overlap `S`, bare Hamiltonian `H0`, matrices `M r` whose
quadratic forms give the density at the points `r` of a finite grid `g`, and interaction kernel `K`.
All are real symmetric, `S` is positive definite and `K` positive semidefinite. -/
structure Model (ι g : Type*) [Fintype ι] [Fintype g] where
  H0 : Matrix ι ι ℝ
  S : Matrix ι ι ℝ
  M : g → Matrix ι ι ℝ
  K : Matrix g g ℝ
  H0_symm : H0.IsSymm
  S_symm : S.IsSymm
  M_symm : ∀ r, (M r).IsSymm
  K_symm : K.IsSymm
  S_pos : ∀ x, x ≠ 0 → 0 < quad S x
  K_nonneg : ∀ x, 0 ≤ quad K x
```

In an ultrasoft pseudopotential scheme, M_r would include the augmentation charges at r and S their integrals, and the sum in H[n] would supply the local screening potential and screen the nonlocal coefficients. The structure imposes no relation between S and the M_r, such as charge conservation. Grid weights are absorbed into K. Its positive semidefiniteness stands for electrostatic repulsion, in which no density difference has negative self-energy.

The next four definitions are n_φ, E(φ), H[n] and E_HF. The energy includes the electron's interaction with its own density.

```lean
/-- The density of the orbital `φ` at each grid point. -/
def Model.density (P : Model ι g) (φ : ι → ℝ) : g → ℝ := fun r => quad (P.M r) φ

/-- The total energy: bare energy plus half the quadratic form of `K` at the density. -/
def Model.energy (P : Model ι g) (φ : ι → ℝ) : ℝ :=
  quad P.H0 φ + quad P.K (P.density φ) / 2

/-- The Hamiltonian screened by the potential `K n` of a density `n`. -/
def Model.screened (P : Model ι g) (n : g → ℝ) : Matrix ι ι ℝ :=
  P.H0 + ∑ r, (P.K *ᵥ n) r • P.M r

/-- The Harris-Foulkes energy: the eigenvalue minus the double-counting term of the input. -/
def Model.harrisFoulkes (P : Model ι g) (ε : ℝ) (n : g → ℝ) : ℝ := ε - quad P.K n / 2
```

In the following predicate, `lowest` says only that no generalised eigenvalue is below ε. Degeneracy is allowed, and the variational inequality is not part of the definition.

```lean
/-- `(ε, ψ)` is an `S`-normalised solution of `H ψ = ε S ψ`, and no generalised eigenvalue
lies below `ε`. -/
structure IsLowestEigenpair (H S : Matrix ι ι ℝ) (ε : ℝ) (ψ : ι → ℝ) : Prop where
  eigen : H *ᵥ ψ = ε • (S *ᵥ ψ)
  normalized : quad S ψ = 1
  lowest : ∀ (μ : ℝ) (φ : ι → ℝ), φ ≠ 0 → H *ᵥ φ = μ • (S *ᵥ φ) → ε ≤ μ
```

## From a vanishing form to an eigenvector

Symmetry lets a matrix move across the dot product.

```lean
/-- A real symmetric matrix can be moved from one side of the dot product to the other. -/
theorem dot_symm {A : Matrix ι ι ℝ} (hA : A.IsSymm) (x y : ι → ℝ) :
    x ⬝ᵥ A *ᵥ y = y ⬝ᵥ A *ᵥ x := by
  rw [Matrix.dotProduct_mulVec, ← Matrix.mulVec_transpose, hA.eq, dotProduct_comm]
```

The kernel argument uses the same t as above. The identity `key` expands the form at x + ty, and `nlinarith` extracts t² ≤ 0.

```lean
/-- If a symmetric form is nowhere negative and vanishes at `x`, its matrix annihilates `x`. -/
theorem mulVec_eq_zero_of_quad_eq_zero {A : Matrix ι ι ℝ} (hA : A.IsSymm)
    (hpos : ∀ y, 0 ≤ quad A y) {x : ι → ℝ} (hx : quad A x = 0) : A *ᵥ x = 0 := by
  have hc := hpos (A *ᵥ x)
  have hc1 : quad A (A *ᵥ x) + 1 ≠ 0 := by positivity
  obtain ⟨t, ht⟩ : ∃ t : ℝ, (A *ᵥ x) ⬝ᵥ (A *ᵥ x) = -t * (quad A (A *ᵥ x) + 1) :=
    ⟨-((A *ᵥ x) ⬝ᵥ (A *ᵥ x)) / (quad A (A *ᵥ x) + 1), by
      rw [neg_div, neg_neg, div_mul_cancel₀ _ hc1]⟩
  -- vary `x` along `A x`
  have key : ∀ y : ι → ℝ, quad A (x + t • y)
      = quad A x + 2 * t * (y ⬝ᵥ A *ᵥ x) + t ^ 2 * quad A y := by
    intro y
    simp only [quad, Matrix.mulVec_add, Matrix.mulVec_smul, dotProduct_add, add_dotProduct,
      smul_dotProduct, dotProduct_smul, smul_eq_mul]
    rw [dot_symm hA x y]
    ring
  have h := hpos (x + t • (A *ᵥ x))
  rw [key, hx, ht] at h
  have ht2 : t ^ 2 = 0 :=
    le_antisymm (by nlinarith [mul_nonneg (sq_nonneg t) hc]) (sq_nonneg t)
  have ht0 : t = 0 := pow_eq_zero_iff (two_ne_zero) |>.1 ht2
  rw [ht0, neg_zero, zero_mul] at ht
  exact dotProduct_self_eq_zero.1 ht
```

For a nonempty basis, a lowest eigenpair exists.

```lean
/-- In a nonempty basis, a symmetric Hamiltonian with a positive definite overlap has a lowest
eigenpair, and its eigenvalue times the overlap form is at most the energy form. -/
theorem exists_lowestEigenpair [Nonempty ι] {H S : Matrix ι ι ℝ} (hH : H.IsSymm)
    (hS : S.IsSymm) (hpos : ∀ x, x ≠ 0 → 0 < quad S x) :
    ∃ ε ψ, IsLowestEigenpair H S ε ψ ∧ ∀ φ, ε * quad S φ ≤ quad H φ := by
  have hcont : ∀ A : Matrix ι ι ℝ, Continuous (quad A) := by
    intro A
    unfold quad
    simp only [dotProduct, Matrix.mulVec]
    fun_prop
  have hsm : ∀ (A : Matrix ι ι ℝ) (c : ℝ) (y : ι → ℝ), quad A (c • y) = c ^ 2 * quad A y := by
    intro A c y
    simp only [quad, Matrix.mulVec_smul, smul_dotProduct, dotProduct_smul, smul_eq_mul]
    ring
  have hne : ∀ x ∈ Metric.sphere (0 : ι → ℝ) 1, x ≠ 0 := by
    rintro x hx rfl
    simp at hx
  -- minimise the Rayleigh quotient on the unit sphere
  obtain ⟨x, hx, hmin⟩ := (isCompact_sphere (0 : ι → ℝ) 1).exists_isMinOn
    (NormedSpace.sphere_nonempty.2 zero_le_one)
    ((hcont H).continuousOn.div (hcont S).continuousOn fun y hy => (hpos y (hne y hy)).ne')
  have hsx := hpos x (hne x hx)
  obtain ⟨μ, hμ⟩ : ∃ μ, μ = quad H x / quad S x := ⟨_, rfl⟩
  have hbound : ∀ y, μ * quad S y ≤ quad H y := by
    intro y
    by_cases hy : y = 0
    · simp [hy, quad]
    have hn : 0 < ‖y‖ := norm_pos_iff.2 hy
    have hu : ‖y‖⁻¹ • y ∈ Metric.sphere (0 : ι → ℝ) 1 := by
      rw [mem_sphere_zero_iff_norm, norm_smul, norm_inv, norm_norm, inv_mul_cancel₀ hn.ne']
    have h : μ ≤ quad H (‖y‖⁻¹ • y) / quad S (‖y‖⁻¹ • y) := hμ ▸ hmin hu
    rw [le_div_iff₀ (hpos _ (hne _ hu)), hsm, hsm] at h
    have hc : 0 < ‖y‖⁻¹ ^ 2 := by positivity
    exact le_of_mul_le_mul_left (by linarith) hc
  -- the minimiser solves the generalised eigenproblem
  have hq : ∀ y, quad (H - μ • S) y = quad H y - μ * quad S y := by
    intro y
    simp only [quad, Matrix.sub_mulVec, Matrix.smul_mulVec, dotProduct_sub, dotProduct_smul,
      smul_eq_mul]
  have hker : (H - μ • S) *ᵥ x = 0 := by
    apply mulVec_eq_zero_of_quad_eq_zero (hH.sub (hS.smul μ))
    · intro y
      rw [hq]
      linarith [hbound y]
    · rw [hq, hμ, div_mul_cancel₀ _ hsx.ne', sub_self]
  rw [Matrix.sub_mulVec, Matrix.smul_mulVec, sub_eq_zero] at hker
  refine ⟨μ, (√(quad S x))⁻¹ • x, ⟨?_, ?_, ?_⟩, hbound⟩
  · rw [Matrix.mulVec_smul, Matrix.mulVec_smul, hker, smul_comm]
  · rw [hsm, inv_pow, Real.sq_sqrt hsx.le, inv_mul_cancel₀ hsx.ne']
  · intro ν φ hφ h
    have hb := hbound φ
    have he : quad H φ = ν * quad S φ := by
      simp only [quad, h, dotProduct_smul, smul_eq_mul]
    rw [he] at hb
    exact le_of_mul_le_mul_right hb (hpos φ hφ)
```

The proof turns on `IsCompact.exists_isMinOn`, applied to `isCompact_sphere`. It needs a nonempty compact set and a function continuous on that set, so the quotient's singularity at the origin does no harm. It returns a point x and the fact `hmin` that the quotient is smallest there. The norm on `ι → ℝ` is the maximum norm, so this "sphere" is the surface of a cube; the argument needs only that every nonzero vector can be scaled onto it. `hbound` does the scaling, `hker` applies the kernel lemma, and the last lines normalise x by √(x·Sx).

For symmetric H and S with S positive definite, the variational principle follows by comparing an arbitrary lowest eigenpair with the one just constructed. An empty basis has no normalised orbital.

```lean
/-- Variational principle: the lowest generalised eigenvalue is at most the energy form of
every `S`-normalised orbital. -/
theorem variational_principle {H S : Matrix ι ι ℝ} (hH : H.IsSymm) (hS : S.IsSymm)
    (hpos : ∀ x, x ≠ 0 → 0 < quad S x) {ε : ℝ} {ψ : ι → ℝ}
    (h : IsLowestEigenpair H S ε ψ) {φ : ι → ℝ} (hφ : quad S φ = 1) : ε ≤ quad H φ := by
  rcases isEmpty_or_nonempty ι with hι | hι
  · simp [quad, dotProduct] at hφ
  obtain ⟨μ, χ, hχ, hb⟩ := exists_lowestEigenpair hH hS hpos
  have hχ0 : χ ≠ 0 := by
    rintro rfl
    simpa [quad] using hχ.normalized
  have h1 := h.lowest μ χ hχ0 hχ.eigen
  have h2 := hb φ
  rw [hφ, mul_one] at h2
  exact h1.trans h2
```

## The energy bound and self-consistency

In the decomposition, `hscr` evaluates the screened form and `hsq` expands the square.

```lean
/-- The total energy equals the screened energy form, minus the double-counting term of `n`, plus
half the quadratic form of `K` at the density difference. -/
theorem energy_decomposition (P : Model ι g) (n : g → ℝ) (φ : ι → ℝ) :
    P.energy φ = quad (P.screened n) φ - quad P.K n / 2
      + quad P.K (P.density φ - n) / 2 := by
  classical
  have hsum : ∀ s : Finset g, quad (∑ r ∈ s, (P.K *ᵥ n) r • P.M r) φ
      = ∑ r ∈ s, P.density φ r * (P.K *ᵥ n) r := by
    intro s
    induction s using Finset.induction_on with
    | empty => simp [quad]
    | insert a s ha ih =>
      rw [Finset.sum_insert ha, Finset.sum_insert ha, ← ih]
      simp only [quad, Model.density, Matrix.add_mulVec, Matrix.smul_mulVec, dotProduct_add,
        dotProduct_smul, smul_eq_mul]
      ring
  have hscr : quad (P.screened n) φ = quad P.H0 φ + P.density φ ⬝ᵥ P.K *ᵥ n := by
    have h := hsum Finset.univ
    unfold quad at h
    unfold quad Model.screened
    rw [Matrix.add_mulVec, dotProduct_add, h]
    rfl
  -- complete the square in the density
  have hsq : quad P.K (P.density φ - n) = quad P.K (P.density φ)
      - 2 * (P.density φ ⬝ᵥ P.K *ᵥ n) + quad P.K n := by
    simp only [quad, Matrix.mulVec_sub, dotProduct_sub, sub_dotProduct]
    rw [dot_symm P.K_symm n (P.density φ)]
    ring
  rw [hscr, hsq, Model.energy]
  ring
```

The main theorem combines this with the variational principle. Its input `n` is any real vector on the grid and need not come from an orbital.

```lean
/-- The Harris-Foulkes energy of any input density is at most the total energy of every normalised
orbital, and the total energy of the output orbital exceeds it by half the quadratic form of `K` at
the density change. -/
theorem harrisFoulkes_bound_and_error (P : Model ι g) (n : g → ℝ) {ε : ℝ} {ψ : ι → ℝ}
    (h : IsLowestEigenpair (P.screened n) P.S ε ψ) :
    (∀ φ, quad P.S φ = 1 → P.harrisFoulkes ε n ≤ P.energy φ) ∧
      P.energy ψ - P.harrisFoulkes ε n = quad P.K (P.density ψ - n) / 2 := by
  have hsymm : (P.screened n).IsSymm := by
    unfold Model.screened Matrix.IsSymm
    rw [Matrix.transpose_add, Matrix.transpose_sum, P.H0_symm.eq]
    simp only [Matrix.transpose_smul, (P.M_symm _).eq]
  constructor
  · intro φ hφ
    have h1 := variational_principle hsymm P.S_symm P.S_pos h hφ
    have h2 := P.K_nonneg (P.density φ - n)
    rw [energy_decomposition P n φ, Model.harrisFoulkes]
    linarith
  · have he : quad (P.screened n) ψ = ε := by
      have hn := h.normalized
      unfold quad at hn ⊢
      rw [h.eigen, dotProduct_smul, hn, smul_eq_mul, mul_one]
    rw [energy_decomposition P n ψ, he, Model.harrisFoulkes]
    ring
```

Since ψ is itself normalised, E_HF and E(ψ) bracket the lowest total energy in this finite one-electron model, which gives a computable measure of convergence. Density-functional calculations also use the Harris–Foulkes energy with exchange and correlation; that contribution need not be convex in the density (local-density exchange, for example, is concave), and the error can then have either sign.

The two energies agree exactly when K n_ψ = Kn. The kernel lemma, now applied to K, gives the forward direction. The densities themselves may differ by a vector that K annihilates.

```lean
/-- The total energy of the output orbital equals the Harris-Foulkes energy exactly when the
output and input densities produce the same screening potential. -/
theorem energy_eq_harrisFoulkes_iff (P : Model ι g) (n : g → ℝ) {ε : ℝ} {ψ : ι → ℝ}
    (h : IsLowestEigenpair (P.screened n) P.S ε ψ) :
    P.energy ψ = P.harrisFoulkes ε n ↔ P.K *ᵥ P.density ψ = P.K *ᵥ n := by
  have herr := (harrisFoulkes_bound_and_error P n h).2
  constructor
  · intro he
    have h0 : quad P.K (P.density ψ - n) = 0 := by linarith
    have hk := mulVec_eq_zero_of_quad_eq_zero P.K_symm P.K_nonneg h0
    rwa [Matrix.mulVec_sub, sub_eq_zero] at hk
  · intro hk
    have h0 : quad P.K (P.density ψ - n) = 0 := by
      rw [quad, Matrix.mulVec_sub, hk, sub_self, dotProduct_zero]
    linarith
```

In that case E(ψ) equals a lower bound on every E(φ), so ψ is a global minimiser.

```lean
/-- If a lowest orbital reproduces the screening potential it was computed in, it minimises the
total energy over all normalised orbitals. -/
theorem selfConsistent_minimises (P : Model ι g) (n : g → ℝ) {ε : ℝ} {ψ : ι → ℝ}
    (h : IsLowestEigenpair (P.screened n) P.S ε ψ)
    (hsc : P.K *ᵥ P.density ψ = P.K *ᵥ n) {φ : ι → ℝ} (hφ : quad P.S φ = 1) :
    P.energy ψ ≤ P.energy φ := by
  rw [(energy_eq_harrisFoulkes_iff P n h).2 hsc]
  exact (harrisFoulkes_bound_and_error P n h).1 φ hφ
```

The two-orbital instance is entered as a `Model`, with its symmetry and positivity conditions proved.

```lean
/-- A two-orbital model with one grid point and an overlap different from the identity. -/
def twoLevel : Model (Fin 2) (Fin 1) where
  H0 := !![-1, 0; 0, 2]
  S := !![1, 0; 0, 2]
  M := fun _ => !![1, 0; 0, 0]
  K := 1
  H0_symm := Matrix.IsSymm.ext (by intro i j; fin_cases i <;> fin_cases j <;> simp)
  S_symm := Matrix.IsSymm.ext (by intro i j; fin_cases i <;> fin_cases j <;> simp)
  M_symm := fun _ => Matrix.IsSymm.ext (by intro i j; fin_cases i <;> fin_cases j <;> simp)
  K_symm := Matrix.isSymm_one
  S_pos := by
    intro x hx
    have e : quad !![1, 0; 0, 2] x = x 0 ^ 2 + 2 * x 1 ^ 2 := by
      simp [quad, Matrix.mulVec, dotProduct, Fin.sum_univ_two]
      ring
    rw [e]
    by_cases h0 : x 0 = 0
    · have h1 : x 1 ≠ 0 := by
        intro h1
        apply hx
        ext i
        fin_cases i
        · exact h0
        · exact h1
      positivity
    · positivity
  K_nonneg := by
    intro x
    rw [quad, Matrix.one_mulVec]
    exact Finset.sum_nonneg fun i _ => mul_self_nonneg (x i)
```

The final theorem confirms its lowest eigenpair and output density. The two components of the eigenvalue equation rule out any eigenvalue below −1/2.

```lean
/-- In the two-orbital model with input density `1/2`, the first basis orbital is a normalised
lowest eigenvector, with eigenvalue `-1/2`, and its output density is `1`. -/
theorem twoLevel_witness :
    IsLowestEigenpair (twoLevel.screened fun _ => 1 / 2) twoLevel.S (-1 / 2) ![1, 0] ∧
      twoLevel.density ![1, 0] = fun _ => 1 := by
  have hs : twoLevel.screened (fun _ => 1 / 2) = !![-1 / 2, 0; 0, 2] := by
    ext i j
    fin_cases i <;> fin_cases j <;> simp [Model.screened, twoLevel]
    norm_num
  rw [hs]
  refine ⟨⟨?_, ?_, ?_⟩, ?_⟩
  · ext i
    fin_cases i <;> simp [twoLevel, Matrix.mulVec, dotProduct, Fin.sum_univ_two]
  · simp [quad, twoLevel, Matrix.mulVec, dotProduct, Fin.sum_univ_two]
  · intro μ φ hφ h
    have h0 : -1 / 2 * φ 0 = μ * φ 0 := by
      simpa [twoLevel, Matrix.mulVec, dotProduct, Fin.sum_univ_two] using congrFun h 0
    have h1 : 2 * φ 1 = μ * (2 * φ 1) := by
      simpa [twoLevel, Matrix.mulVec, dotProduct, Fin.sum_univ_two] using congrFun h 1
    by_contra hlt
    have hlt' := lt_of_not_ge hlt
    have e0 : (μ + 1 / 2) * φ 0 = 0 := by linarith
    have e1 : (μ - 1) * φ 1 = 0 := by linarith
    apply hφ
    ext i
    fin_cases i
    · exact (mul_eq_zero.1 e0).resolve_left (ne_of_lt (by linarith))
    · exact (mul_eq_zero.1 e1).resolve_left (ne_of_lt (by linarith))
  · ext r
    simp [Model.density, quad, twoLevel, Matrix.mulVec, dotProduct, Fin.sum_univ_two]

end

end UltrasoftHarrisFoulkes
```

```lean
#print axioms UltrasoftHarrisFoulkes.harrisFoulkes_bound_and_error
-- 'UltrasoftHarrisFoulkes.harrisFoulkes_bound_and_error' depends on axioms: [propext, Classical.choice, Quot.sound]
#print axioms UltrasoftHarrisFoulkes.selfConsistent_minimises
-- 'UltrasoftHarrisFoulkes.selfConsistent_minimises' depends on axioms: [propext, Classical.choice, Quot.sound]
```
